# For a quadratic energy, the augmented Roothaan–Hall model misses only the curvature of the unstored part of the step

Let $E(D)=\langle h,D\rangle+\tfrac12\langle D,GD\rangle$ on a real inner-product space, with $G$ linear and self-adjoint. Suppose that finitely many differences $d_i$ with an invertible Gram matrix are stored, together with their responses $f_i=Gd_i$. The augmented Roothaan–Hall model, taken in the symmetric form given below and built from the gradient at $D_0$ and these stored vectors, then misses the energy change $E(D_0+X)-E(D_0)$ by exactly

$$\tfrac12\langle Y,GY\rangle,\qquad Y=X-\Pi X,$$

where $\Pi$ is the orthogonal projection onto the span of the $d_i$.

## Density differences and Fock differences

In Hartree–Fock theory, $D$ is a density matrix in an orthonormal basis, $\langle A,B\rangle=\mathrm{Tr}\,AB$ for real symmetric matrices, $h$ is the one-electron part and $G$ the two-electron response, with spin factors absorbed into both. The gradient is the Fock matrix $F(D)=h+GD$. Earlier iterations supply density differences $d_i=D_i-D_0$ and Fock differences $f_i=F(D_i)-F(D_0)=Gd_i$. The condition $f_i=Gd_i$ thus expresses that the Fock matrix is affine in the density. A Kohn–Sham functional generally satisfies it only approximately.

For any change $X$ of the Hartree–Fock density matrix, the result says which curvature the stored matrices supply without a new Fock build: all of it except the term quadratic in $Y$.

## The model in stored quantities

Write $T_{ij}=\langle d_i,d_j\rangle$ and $c_i=\sum_j (T^{-1})_{ij}\langle d_j,X\rangle$. With $g=h+GD_0$, the model is

$$m(X)=\langle g,X\rangle+\Big\langle X,\sum_i c_if_i\Big\rangle-\tfrac12\Big\langle \sum_i c_id_i,\sum_i c_if_i\Big\rangle .$$

With no stored differences, only the gradient term remains and the error is $\tfrac12\langle X,GX\rangle$. With one, $c=\langle d,X\rangle/\langle d,d\rangle$.

## Derivation of the error

**The combination is the projection.** Put $P=\sum_i c_id_i$. For every $k$,

$$\langle d_k,P\rangle=\sum_i T_{ki}c_i=\langle d_k,X\rangle .$$

So $P$ lies in the span and $X-P$ is orthogonal to it, which means $P=\Pi X$. By linearity, $\sum_i c_if_i=GP=G\Pi X$.

Linear independence of the $d_i$ is enough for $T$ to be invertible: if $Tv=0$, then $\|\sum_i v_id_i\|^2=\sum_k v_k(Tv)_k=0$, and independence gives $v=0$.

**The energy change.** Expanding and using $\langle D_0,GX\rangle=\langle X,GD_0\rangle$,

$$E(D_0+X)-E(D_0)=\langle h+GD_0,X\rangle+\tfrac12\langle X,GX\rangle .$$

**The difference.** The gradient terms cancel. Since $\langle P,GX\rangle=\langle X,GP\rangle$,

$$\tfrac12\langle X,GX\rangle-\langle X,GP\rangle+\tfrac12\langle P,GP\rangle=\tfrac12\langle X-P,G(X-P)\rangle .$$

A simpler model with curvature term $\tfrac12\langle X,G\Pi X\rangle$ has the error $\tfrac12\langle X,GY\rangle$, which is in general only first order in $Y$.

**Exact steps.** If $X$ lies in the span, then $Y=0$ and the augmented model is exact. The converse holds if $\langle Y,GY\rangle=0$ forces $Y=0$, that is, if no nonzero density change has zero two-electron curvature. A positive definite $G$ satisfies this. An indefinite one never does, and the error then vanishes for some steps outside the span, unless $G$ happens to be definite on the orthogonal complement of the span. The Hartree–Fock $G$ is usually indefinite because of exchange: in the closed-shell case, with real orthonormal orbitals $\varphi$ and $\psi$ as coefficient vectors, localised far apart from each other, the change $\varphi\varphi^T-\psi\psi^T$ has positive curvature, while $\varphi\psi^T+\psi\varphi^T$ has negative curvature. Both changes have zero trace and so keep the number of electrons. The converse is therefore not guaranteed there.

## Any other combination of the stored data

The last computation uses nothing about $P$ except that $GP$ is known. For arbitrary coefficients $c_i$, with $P=\sum_i c_id_i$ and $GP=\sum_i c_if_i$, the same model formula therefore has the error $\tfrac12\langle X-P,G(X-P)\rangle$. This covers coefficients from a regularised or truncated inverse of a nearly singular $T$. The file states only the case $P=\Pi X$.

## The Lean file and its reading

`V` is a real inner-product space of any dimension, and the finite type `ι` labels the stored differences. `G.IsSymmetric` is self-adjointness, and `IsUnit (overlap d).det` is invertibility of $T$. The projection is Mathlib's `starProjection` onto `storedSpan d`, regarded as a map from `V` to `V`.

The definition `model` takes `g`, `d` and `f`, and contains neither `G` nor the projection. The link to the energy enters through the hypothesis `hf` and the choice `g = h + G D0` in the theorems.

The step `X` is an arbitrary vector. Idempotency of the density, its parametrisation by orbital rotations, the trust radius and convergence of the iteration are not treated, so the theorems concern the energy model of the augmented Roothaan–Hall method and not the optimiser built on it.

```lean
import Mathlib

open Matrix
open scoped InnerProductSpace

namespace AugmentedRoothaanHall

noncomputable section

variable {V ι : Type*} [NormedAddCommGroup V] [InnerProductSpace ℝ V] [Fintype ι]

/-- The quadratic energy `E(D) = ⟨h, D⟩ + ⟨D, G D⟩ / 2` of a density `D`. -/
def energy (h : V) (G : V →ₗ[ℝ] V) (D : V) : ℝ :=
  ⟪h, D⟫_ℝ + ⟪D, G D⟫_ℝ / 2

/-- The Gram matrix `T i j = ⟨d i, d j⟩` of the stored density differences. -/
def overlap (d : ι → V) : Matrix ι ι ℝ :=
  Matrix.of fun i j => ⟪d i, d j⟫_ℝ

/-- The space spanned by the stored density differences. -/
abbrev storedSpan (d : ι → V) : Submodule ℝ V :=
  Submodule.span ℝ (Set.range d)

/-- The span of finitely many stored differences is finite-dimensional. -/
instance storedSpan_finite (d : ι → V) : FiniteDimensional ℝ (storedSpan d) :=
  FiniteDimensional.span_of_finite ℝ (Set.finite_range d)

/-- The overlaps of a combination of stored differences with each stored difference
are obtained by applying the Gram matrix to its coefficients. -/
theorem inner_combination (d : ι → V) (c : ι → ℝ) (k : ι) :
    ⟪d k, ∑ i, c i • d i⟫_ℝ = (overlap d *ᵥ c) k := by
  simp only [Matrix.mulVec, dotProduct, overlap, Matrix.of_apply]
  rw [inner_sum]
  apply Finset.sum_congr rfl
  intro i _
  rw [inner_smul_right, mul_comm]

variable [DecidableEq ι]

/-- The coefficients `∑ j, (T⁻¹) i j ⟨d j, X⟩` of a step `X` in the stored differences,
for an invertible Gram matrix `T`. -/
def coeff (d : ι → V) (X : V) : ι → ℝ :=
  (overlap d)⁻¹ *ᵥ fun j => ⟪d j, X⟫_ℝ

/-- The combination `∑ i j, (T⁻¹) i j ⟨d j, X⟩ v i` of stored vectors `v i`,
for an invertible Gram matrix `T` of the differences `d i`. -/
def combine (d v : ι → V) (X : V) : V :=
  ∑ i, coeff d X i • v i

/-- The augmented Roothaan-Hall model of the energy change for a step `X`, built from the
gradient `g`, the stored differences `d i` with invertible Gram matrix, and the stored
responses `f i`. -/
def model (g : V) (d f : ι → V) (X : V) : ℝ :=
  ⟪g, X⟫_ℝ + ⟪X, combine d f X⟫_ℝ - ⟪combine d d X, combine d f X⟫_ℝ / 2

/-- Linearly independent density differences have an invertible Gram matrix. -/
theorem isUnit_det_overlap {d : ι → V} (hd : LinearIndependent ℝ d) :
    IsUnit (overlap d).det := by
  rw [isUnit_iff_ne_zero]
  intro h0
  obtain ⟨v, hv, hTv⟩ := Matrix.exists_mulVec_eq_zero_iff.mpr h0
  -- a null vector of the Gram matrix gives a combination of zero norm
  have hs : ∑ i, v i • d i = 0 := by
    rw [← inner_self_eq_zero (𝕜 := ℝ), sum_inner]
    apply Finset.sum_eq_zero
    intro k _
    rw [inner_smul_left, inner_combination, hTv]
    simp
  exact hv (funext (Fintype.linearIndependent_iff.mp hd v hs))

/-- If the Gram matrix is invertible, combining the stored differences themselves gives
the orthogonal projection of the step onto their span. -/
theorem combine_self_eq_projection {d : ι → V} (hT : IsUnit (overlap d).det) (X : V) :
    combine d d X = (storedSpan d).starProjection X := by
  -- the combination has the same overlaps with the stored differences as the step
  have hk : ∀ k, ⟪d k, combine d d X⟫_ℝ = ⟪d k, X⟫_ℝ := by
    intro k
    rw [combine, inner_combination, coeff, Matrix.mulVec_mulVec,
      Matrix.mul_nonsing_inv _ hT, Matrix.one_mulVec]
  symm
  apply Submodule.eq_starProjection_of_mem_of_inner_eq_zero
  · exact Submodule.sum_mem _ fun i _ =>
      Submodule.smul_mem _ _ (Submodule.subset_span ⟨i, rfl⟩)
  · intro w hw
    induction hw using Submodule.span_induction with
    | mem w hw =>
      obtain ⟨k, rfl⟩ := hw
      rw [real_inner_comm, inner_sub_right, hk, sub_self]
    | zero => exact inner_zero_right _
    | add x y _ _ hx hy => rw [inner_add_right, hx, hy, add_zero]
    | smul a x _ hx => rw [inner_smul_right, hx, mul_zero]

/-- If the Gram matrix is invertible and `f i = G (d i)`, combining the stored responses
gives `G` applied to the projected step. -/
theorem combine_response {d f : ι → V} {G : V →ₗ[ℝ] V} (hT : IsUnit (overlap d).det)
    (hf : ∀ i, f i = G (d i)) (X : V) :
    combine d f X = G ((storedSpan d).starProjection X) := by
  rw [← combine_self_eq_projection hT, combine, combine, map_sum]
  apply Finset.sum_congr rfl
  intro i _
  rw [hf, map_smul]

omit [Fintype ι] [DecidableEq ι] in
/-- For self-adjoint `G` the energy change is the gradient term with `h + G D0` plus
half the curvature term `⟨X, G X⟩`. -/
theorem energy_change {G : V →ₗ[ℝ] V} (hG : G.IsSymmetric) (h D0 X : V) :
    energy h G (D0 + X) - energy h G D0 = ⟪h + G D0, X⟫_ℝ + ⟪X, G X⟫_ℝ / 2 := by
  have h1 : ⟪G D0, X⟫_ℝ = ⟪D0, G X⟫_ℝ := hG D0 X
  have h2 : ⟪X, G D0⟫_ℝ = ⟪G D0, X⟫_ℝ := real_inner_comm _ _
  simp only [energy, map_add, inner_add_left, inner_add_right]
  linear_combination h2 / 2 - h1 / 2

/-- For self-adjoint `G`, an invertible Gram matrix and `f i = G (d i)`, the augmented
Roothaan-Hall model misses the energy change by `⟨Y, G Y⟩ / 2`, where `Y` is the part of
the step orthogonal to the stored differences. -/
theorem model_error {d f : ι → V} {G : V →ₗ[ℝ] V} (hG : G.IsSymmetric)
    (hT : IsUnit (overlap d).det) (hf : ∀ i, f i = G (d i)) (h D0 X : V) :
    energy h G (D0 + X) - energy h G D0 - model (h + G D0) d f X =
      ⟪X - (storedSpan d).starProjection X,
        G (X - (storedSpan d).starProjection X)⟫_ℝ / 2 := by
  rw [energy_change hG, model, combine_response hT hf, combine_self_eq_projection hT]
  generalize (storedSpan d).starProjection X = P
  -- self-adjointness merges the two cross terms
  have hc : ⟪P, G X⟫_ℝ = ⟪X, G P⟫_ℝ := (hG P X).symm.trans (real_inner_comm _ _)
  simp only [map_sub, inner_sub_left, inner_sub_right]
  linear_combination hc / 2

/-- For self-adjoint `G`, an invertible Gram matrix and `f i = G (d i)`, the simpler model with
curvature term `⟨X, G Π X⟩ / 2`, `Π` the projection onto the stored span, has the error
`⟨X, G Y⟩ / 2` with `Y = X - Π X`. -/
theorem simple_model_error {d f : ι → V} {G : V →ₗ[ℝ] V} (hG : G.IsSymmetric)
    (hT : IsUnit (overlap d).det) (hf : ∀ i, f i = G (d i)) (h D0 X : V) :
    energy h G (D0 + X) - energy h G D0
        - (⟪h + G D0, X⟫_ℝ + ⟪X, combine d f X⟫_ℝ / 2) =
      ⟪X, G (X - (storedSpan d).starProjection X)⟫_ℝ / 2 := by
  rw [energy_change hG, combine_response hT hf, map_sub, inner_sub_right]
  ring

/-- For self-adjoint `G`, an invertible Gram matrix and `f i = G (d i)`, the augmented model
gives the exact energy change for every step in the span of the stored differences. -/
theorem model_exact_of_mem {d f : ι → V} {G : V →ₗ[ℝ] V} (hG : G.IsSymmetric)
    (hT : IsUnit (overlap d).det) (hf : ∀ i, f i = G (d i)) (h D0 : V) {X : V}
    (hX : X ∈ storedSpan d) :
    model (h + G D0) d f X = energy h G (D0 + X) - energy h G D0 := by
  have he := model_error hG hT hf h D0 X
  rw [Submodule.starProjection_eq_self_iff.mpr hX, sub_self, inner_zero_left] at he
  linarith

/-- For self-adjoint `G` such that `⟨Y, G Y⟩` vanishes only for `Y = 0`, an invertible Gram matrix
and `f i = G (d i)`, a step for which the augmented model gives the exact energy change lies in the
span of the stored differences. -/
theorem mem_of_model_exact {d f : ι → V} {G : V →ₗ[ℝ] V} (hG : G.IsSymmetric)
    (hT : IsUnit (overlap d).det) (hf : ∀ i, f i = G (d i))
    (hdef : ∀ Y, ⟪Y, G Y⟫_ℝ = 0 → Y = 0) (h D0 : V) {X : V}
    (hX : model (h + G D0) d f X = energy h G (D0 + X) - energy h G D0) :
    X ∈ storedSpan d := by
  have he := model_error hG hT hf h D0 X
  have hY := hdef (X - (storedSpan d).starProjection X) (by linarith)
  exact Submodule.starProjection_eq_self_iff.mp (sub_eq_zero.mp hY).symm

end

end AugmentedRoothaanHall
```

```lean
#print axioms AugmentedRoothaanHall.model_error
-- 'AugmentedRoothaanHall.model_error' depends on axioms: [propext, Classical.choice, Quot.sound]
#print axioms AugmentedRoothaanHall.simple_model_error
-- 'AugmentedRoothaanHall.simple_model_error' depends on axioms: [propext, Classical.choice, Quot.sound]
#print axioms AugmentedRoothaanHall.model_exact_of_mem
-- 'AugmentedRoothaanHall.model_exact_of_mem' depends on axioms: [propext, Classical.choice, Quot.sound]
#print axioms AugmentedRoothaanHall.mem_of_model_exact
-- 'AugmentedRoothaanHall.mem_of_model_exact' depends on axioms: [propext, Classical.choice, Quot.sound]
```

## From overlaps to the error in the proof

`inner_combination` computes $\langle d_k,\sum_i c_id_i\rangle=(Tc)_k$. It serves twice. In `isUnit_det_overlap`, a zero determinant would yield a nonzero null vector of $T$, whose combination of differences has zero norm, contrary to independence. In `combine_self_eq_projection`, it gives the equal overlaps `hk`, after $TT^{-1}$ has been cancelled.

Mathlib characterises the projection by membership in the subspace and an orthogonal residual. The first is immediate for a sum of multiples of the $d_i$. The second is known from `hk` for each $d_k$, and `Submodule.span_induction` extends it to the whole span. `combine_response` then moves `G` through the sum.

`energy_change` expands the inner products, and `linear_combination` merges the two cross terms by symmetry. In `model_error`, the earlier results rewrite everything in terms of $X$ and $\Pi X$. The `generalize` step replaces $\Pi X$ by an arbitrary `P`, `hc` is the identity $\langle P,GX\rangle=\langle X,GP\rangle$, and half of it closes the goal.

`simple_model_error` needs only the rewriting and `ring`. The last two theorems read off the error formula: `model_exact_of_mem` sets $Y=0$, while `mem_of_model_exact` obtains $\langle Y,GY\rangle=0$ from exactness, applies `hdef`, and concludes that $X=\Pi X$ lies in the span.
